# The phase of an ultrasoft Bloch overlap at small k-spacing

In a Berry-phase calculation of the polarization, the phase of a band is collected from overlaps between cell-periodic states at neighbouring k-points. With ultrasoft pseudopotentials the smooth states $u(k)$ don't carry the full charge, so each overlap needs an augmentation term. That term depends on the spacing $b$, and the projectors in it depend on $k$. What does the phase per unit spacing become as $b\to0$?

Let $k$ vary along a line, let $\beta_i(k)$ be finitely many projectors, and define

$$S_k v = v+\sum_{ij} q_{ij}\,\beta_i(k)\,\langle\beta_j(k),v\rangle .$$

The overlap, or link, is

$$M(b)=\langle u(k),u(k+b)\rangle+\sum_{ij}Q_{ij}(b)\,\langle u(k),\beta_i(k)\rangle\langle\beta_j(k+b),u(k+b)\rangle .$$

Here $Q_{ij}(b)$ stands for the integral of an augmentation charge $Q_{ij}(r)$ against $e^{-ibr}$, where $r$ is the position coordinate conjugate to $k$. Its value $Q(0)=q$ is the total augmentation charge, and its slope $Q'(0)=-i\,d$ contains the dipole matrix $d$. Both matrices are taken to be Hermitian, as they are when the augmentation charges satisfy $Q_{ij}(r)^*=Q_{ji}(r)$. The band is normalized by $\langle u(k),S_ku(k)\rangle=1$ for every $k$. Finally, $u$ and the $\beta_i$ are assumed differentiable at the k-point considered; for $u$ this includes a smooth choice of phase, which independently computed states at neighbouring k-points need not have. Under these assumptions $M(0)=1$, $M'(0)$ is purely imaginary, and $\arg M(b)/b\to\operatorname{Im}M'(0)$.

## From the product rule to the phase

Below, $u$, $\beta_i$ and $S$ are taken at $k$, and primes on $u$ and $\beta_i$ denote derivatives there. At $b=0$ the link is

$$M(0)=\langle u,u\rangle+\sum_{ij}q_{ij}\langle u,\beta_i\rangle\langle\beta_j,u\rangle=\langle u,Su\rangle=1 .$$

Only $Q(b)$, $\beta_j(k+b)$ and $u(k+b)$ vary with $b$, so

$$M'(0)=\langle u,u'\rangle+\sum_{ij}\langle u,\beta_i\rangle\big[q_{ij}(\langle\beta_j,u'\rangle+\langle\beta_j',u\rangle)-i\,d_{ij}\langle\beta_j,u\rangle\big].$$

The terms with $u'$ combine into $\langle u,Su'\rangle$:

$$M'(0)=\langle u,Su'\rangle+\sum_{ij}\langle u,\beta_i\rangle\big(q_{ij}\langle\beta_j',u\rangle-i\,d_{ij}\langle\beta_j,u\rangle\big).$$

For the real part, conjugate $M'(0)$, exchange $i$ and $j$, and use $\overline{q_{ji}}=q_{ij}$ and $\overline{d_{ji}}=d_{ij}$:

$$\overline{M'(0)}=\langle u',u\rangle+\sum_{ij}\big[q_{ij}(\langle u,\beta_i'\rangle+\langle u',\beta_i\rangle)\langle\beta_j,u\rangle+i\,d_{ij}\langle u,\beta_i\rangle\langle\beta_j,u\rangle\big].$$

In $M'(0)+\overline{M'(0)}$ the dipole terms cancel, which leaves

$$\langle u',u\rangle+\langle u,u'\rangle+\sum_{ij}q_{ij}\big[(\langle u',\beta_i\rangle+\langle u,\beta_i'\rangle)\langle\beta_j,u\rangle+\langle u,\beta_i\rangle(\langle\beta_j',u\rangle+\langle\beta_j,u'\rangle)\big].$$

This is the $k$-derivative of $\langle u,Su\rangle=1$, so it vanishes and $\operatorname{Re}M'(0)=0$.

Since $M(0)=1$, the principal logarithm is differentiable there, and $\log M(b)/b\to M'(0)/M(0)=M'(0)$. The imaginary part is the phase limit. The real part gives $\log|M(b)|/b\to0$.

Carrying over the norm-conserving formula with $S$ inserted would give $M'(0)=\langle u,Su'\rangle$, which is false in general. In a real calculation the projectors of an atom at the origin carry the factor $e^{-ikr}$, so $\beta_j'=-ir\beta_j$. With a single s-type projector $\beta$ on that atom, $d=0$ and the missing term is $iq\,\langle u,\beta\rangle\langle r\beta,u\rangle$, which is nonzero whenever $q\ne0$ and $u$ overlaps both $\beta$ and $r\beta$. The algebra can also be checked on a toy model whose states are complex numbers and whose projector phase is chosen freely, not tied to $Q(b)$ as in a real calculation. For $u=e^{ik}/2$, $\beta=e^{ik}$ and $Q(b)=3e^{-ib}$, the link is $M(b)=(e^{ib}+3e^{-ib})/4$, so $M'(0)=-i/2$, whereas $\langle u,Su'\rangle=i$. The two differ under the assumptions made here, but the size and sign of this difference have no physical meaning.

## The overlap operator and the link in Lean

The states live in a complex inner product space `E` of any dimension, and `ι` labels the projectors. Lean's `inner ℂ x y` is conjugate-linear in `x`, as in the formulas above.

```lean
import Mathlib

open Filter Topology ComplexConjugate
open Complex (I)

namespace UltrasoftBerryLink

noncomputable section

variable {E : Type*} [NormedAddCommGroup E] [InnerProductSpace ℂ E]
variable {ι : Type*} [Fintype ι]
```

`overlapOp` is the action of $S$ for projectors at one fixed k-point.

```lean
/-- The ultrasoft overlap operator `S v = v + ∑ q_ij β_i ⟨β_j, v⟩`. -/
def overlapOp (q : Matrix ι ι ℂ) (β : ι → E) (v : E) : E :=
  v + ∑ i, ∑ j, (q i j * inner ℂ (β j) v) • β i
```

`link` is $M(b)$, with real `k` and `b`. The function `Q` is supplied as data and is not constructed from augmentation charges.

```lean
/-- The link `M(b)` between the Bloch states at `k` and `k + b`, with augmentation `Q(b)`. -/
def link (Q : ℝ → Matrix ι ι ℂ) (β : ι → ℝ → E) (u : ℝ → E) (k b : ℝ) : ℂ :=
  inner ℂ (u k) (u (k + b)) +
    ∑ i, ∑ j, Q b i j * inner ℂ (u k) (β i k) * inner ℂ (β j (k + b)) (u (k + b))
```

`linkDeriv` is the explicit expression for $M'(0)$. Its arguments `β'` and `u'` are vectors, and later hypotheses make them derivatives at `k`.

```lean
/-- The expression `⟨u, S u'⟩ + ∑ ⟨u, β_i⟩ (q_ij ⟨β_j', u⟩ - i d_ij ⟨β_j, u⟩)`. -/
def linkDeriv (q d : Matrix ι ι ℂ) (β β' : ι → E) (u u' : E) : ℂ :=
  inner ℂ u (overlapOp q β u') +
    ∑ i, ∑ j, inner ℂ u (β i) * (q i j * inner ℂ (β' j) u - I * d i j * inner ℂ (β j) u)
```

## Value and slope at zero spacing

Two algebraic lemmas expand the matrix elements of $S$ and gather `linkDeriv` into the single sum that the product rule produces.

```lean
/-- Matrix elements of `S` written out in projector amplitudes. -/
theorem inner_overlapOp (q : Matrix ι ι ℂ) (β : ι → E) (v w : E) :
    inner ℂ v (overlapOp q β w) =
      inner ℂ v w + ∑ i, ∑ j, q i j * inner ℂ v (β i) * inner ℂ (β j) w := by
  simp only [overlapOp, inner_add_right, inner_sum, inner_smul_right]
  congr 1
  exact Finset.sum_congr rfl fun i _ => Finset.sum_congr rfl fun j _ => by ring

/-- `linkDeriv` with its terms collected in a single sum over pairs of projectors. -/
theorem linkDeriv_eq (q d : Matrix ι ι ℂ) (β β' : ι → E) (u u' : E) :
    linkDeriv q d β β' u u' = inner ℂ u u' +
      ∑ i, ∑ j, (q i j * inner ℂ u (β i) * (inner ℂ (β j) u' + inner ℂ (β' j) u)
        - I * d i j * inner ℂ u (β i) * inner ℂ (β j) u) := by
  rw [linkDeriv, inner_overlapOp, add_assoc, ← Finset.sum_add_distrib]
  congr 1
  refine Finset.sum_congr rfl fun i _ => ?_
  rw [← Finset.sum_add_distrib]
  exact Finset.sum_congr rfl fun j _ => by ring
```

The value $M(0)=1$ needs the normalization only at `k`.

```lean
variable {Q : ℝ → Matrix ι ι ℂ} {q d : Matrix ι ι ℂ} {β : ι → ℝ → E} {β' : ι → E}
  {u : ℝ → E} {u' : E} {k : ℝ}

/-- For an `S`-normalized state the link of zero length equals one. -/
theorem link_zero (hQ0 : Q 0 = q)
    (hn : inner ℂ (u k) (overlapOp q (fun i => β i k) (u k)) = 1) :
    link Q β u k 0 = 1 := by
  rw [inner_overlapOp] at hn
  simp only [link, add_zero, hQ0]
  exact hn
```

For the slope, `hu0` and `hβ0` transfer derivatives at `k` to derivatives in `b` at zero. The product rule is applied to each augmentation term in `h2`, and `h3` adds the terms up. `Q` has to be differentiable only at $b=0$.

```lean
/-- The derivative of the link at `b = 0` is `linkDeriv`. -/
theorem hasDerivAt_link (hQ0 : Q 0 = q)
    (hQ : ∀ i j, HasDerivAt (fun b => Q b i j) (-I * d i j) 0)
    (hu : HasDerivAt u u' k) (hβ : ∀ i, HasDerivAt (β i) (β' i) k) :
    HasDerivAt (link Q β u k) (linkDeriv q d (fun i => β i k) β' (u k) u') 0 := by
  have hu0 : HasDerivAt (fun b => u (k + b)) u' 0 :=
    HasDerivAt.comp_const_add k 0 (by simpa using hu)
  have hβ0 : ∀ j, HasDerivAt (fun b => β j (k + b)) (β' j) 0 := fun j =>
    HasDerivAt.comp_const_add k 0 (by simpa using hβ j)
  have h1 := (hasDerivAt_const (0 : ℝ) (u k)).inner ℂ hu0
  -- product rule for each augmentation term
  have h2 := fun i j =>
    ((hQ i j).mul_const (inner ℂ (u k) (β i k))).fun_mul ((hβ0 j).inner ℂ hu0)
  have h3 := h1.fun_add (HasDerivAt.fun_sum fun i (_ : i ∈ Finset.univ) =>
    HasDerivAt.fun_sum fun j (_ : j ∈ Finset.univ) => h2 i j)
  have h4 : HasDerivAt (link Q β u k) _ 0 := h3
  refine h4.congr_deriv ?_
  simp only [linkDeriv_eq, inner_zero_left, add_zero, hQ0]
  congr 1
  exact Finset.sum_congr rfl fun i _ => Finset.sum_congr rfl fun j _ => by ring
```

## Normalization removes the real part

In the next proof `hN` is the derivative of the expanded normalization. That function is constantly one, so uniqueness of derivatives gives zero in `hD`. The conjugation with exchanged indices is `hc`, where `Finset.sum_comm` does the exchange, and `hs` states that $M'(0)+\overline{M'(0)}=0$.

```lean
/-- If `⟨u, S u⟩ = 1` along the band and `q`, `d` are Hermitian, `linkDeriv` evaluated at the
derivatives of `β` and `u` is purely imaginary. -/
theorem linkDeriv_re (hq : q.IsHermitian) (hd : d.IsHermitian)
    (hu : HasDerivAt u u' k) (hβ : ∀ i, HasDerivAt (β i) (β' i) k)
    (hn : ∀ κ, inner ℂ (u κ) (overlapOp q (fun i => β i κ) (u κ)) = 1) :
    (linkDeriv q d (fun i => β i k) β' (u k) u').re = 0 := by
  have hq' : ∀ i j, conj (q j i) = q i j := fun i j => hq.apply i j
  have hd' : ∀ i j, conj (d j i) = d i j := fun i j => hd.apply i j
  -- differentiate the normalization condition
  have hN := (hu.inner ℂ hu).fun_add (HasDerivAt.fun_sum fun i (_ : i ∈ Finset.univ) =>
    HasDerivAt.fun_sum fun j (_ : j ∈ Finset.univ) =>
      ((hu.inner ℂ (hβ i)).const_mul (q i j)).fun_mul ((hβ j).inner ℂ hu))
  have hN1 : HasDerivAt (fun _ : ℝ => (1 : ℂ)) _ k :=
    hN.congr_of_eventuallyEq (Filter.Eventually.of_forall fun κ => by
      have h := hn κ
      rw [inner_overlapOp] at h
      exact h.symm)
  have hD := hN1.unique (hasDerivAt_const k (1 : ℂ))
  -- the conjugate, with the two projector indices exchanged
  have hc : conj (linkDeriv q d (fun i => β i k) β' (u k) u') = inner ℂ u' (u k) +
      ∑ i, ∑ j, (q i j * (inner ℂ (u k) (β' i) + inner ℂ u' (β i k)) * inner ℂ (β j k) (u k)
        + I * d i j * inner ℂ (u k) (β i k) * inner ℂ (β j k) (u k)) := by
    rw [linkDeriv_eq, map_add, inner_conj_symm]
    simp only [map_sum]
    rw [Finset.sum_comm]
    congr 1
    refine Finset.sum_congr rfl fun i _ => Finset.sum_congr rfl fun j _ => ?_
    simp only [map_sub, map_mul, map_add, inner_conj_symm, Complex.conj_I, hq', hd']
    ring
  have hs : linkDeriv q d (fun i => β i k) β' (u k) u' +
      conj (linkDeriv q d (fun i => β i k) β' (u k) u') = 0 := by
    refine Eq.trans ?_ hD
    rw [hc, linkDeriv_eq, add_add_add_comm, ← Finset.sum_add_distrib]
    congr 1
    refine Finset.sum_congr rfl fun i _ => ?_
    rw [← Finset.sum_add_distrib]
    exact Finset.sum_congr rfl fun j _ => by ring
  have hr := congrArg Complex.re hs
  simp only [Complex.add_re, Complex.conj_re, Complex.zero_re] at hr
  linarith
```

## The phase limit

The logarithm step holds for any complex function with value one and a derivative at zero. The filter `𝓝[≠] 0` means $b\to0$ with $b\ne0$.

```lean
/-- If `M(0) = 1` and `M'(0) = L`, then `log M(b) / b` tends to `L` as `b → 0`. -/
theorem tendsto_log_div {M : ℝ → ℂ} {L : ℂ} (h0 : M 0 = 1) (hM : HasDerivAt M L 0) :
    Tendsto (fun b : ℝ => Complex.log (M b) / (b : ℂ)) (𝓝[≠] 0) (𝓝 L) := by
  have h := hM.clog_real (by rw [h0]; exact Complex.one_mem_slitPlane)
  rw [hasDerivAt_iff_tendsto_slope_zero] at h
  simp only [zero_add, h0, Complex.log_one, sub_zero, div_one] at h
  refine h.congr fun b => ?_
  rw [Complex.real_smul, Complex.ofReal_inv, div_eq_inv_mul]
```

The main theorem collects the results and takes imaginary and real parts of the logarithmic limit. `Complex.arg` is the principal argument.

```lean
/-- For an `S`-normalized band, with `q`, `d` Hermitian and `u`, `β` differentiable at `k`, `M(0) =
1`, `M'(0)` is given by `linkDeriv` and is purely imaginary, `arg M(b) / b` tends to `Im M'(0)`, and
`log |M(b)| / b` tends to zero. -/
theorem berry_connection_of_link (hq : q.IsHermitian) (hd : d.IsHermitian) (hQ0 : Q 0 = q)
    (hQ : ∀ i j, HasDerivAt (fun b => Q b i j) (-I * d i j) 0)
    (hu : HasDerivAt u u' k) (hβ : ∀ i, HasDerivAt (β i) (β' i) k)
    (hn : ∀ κ, inner ℂ (u κ) (overlapOp q (fun i => β i κ) (u κ)) = 1) :
    link Q β u k 0 = 1 ∧
    HasDerivAt (link Q β u k) (linkDeriv q d (fun i => β i k) β' (u k) u') 0 ∧
    (linkDeriv q d (fun i => β i k) β' (u k) u').re = 0 ∧
    Tendsto (fun b : ℝ => Complex.arg (link Q β u k b) / b) (𝓝[≠] 0)
      (𝓝 (linkDeriv q d (fun i => β i k) β' (u k) u').im) ∧
    Tendsto (fun b : ℝ => Real.log ‖link Q β u k b‖ / b) (𝓝[≠] 0) (𝓝 0) := by
  have h0 := link_zero hQ0 (hn k)
  have hM := hasDerivAt_link hQ0 hQ hu hβ
  have hre := linkDeriv_re hq hd hu hβ hn
  have hl := tendsto_log_div h0 hM
  refine ⟨h0, hM, hre, ?_, ?_⟩
  · refine ((Complex.continuous_im.tendsto _).comp hl).congr fun b => ?_
    simp only [Function.comp_apply, Complex.div_ofReal_im, Complex.log_im]
  · have hr := (Complex.continuous_re.tendsto _).comp hl
    rw [hre] at hr
    refine hr.congr fun b => ?_
    simp only [Function.comp_apply, Complex.div_ofReal_re, Complex.log_re]
```

In the usual convention the Berry connection is $iM'(0)=-\operatorname{Im}M'(0)$. The theorem thus identifies what a finite-difference phase approximates, for a single band at one k-point along a line; it treats neither the sum over a k-mesh nor the determinants needed for several bands.

## Changing the phase of the band

Replacing $u(k)$ by $e^{i\theta(k)}u(k)$, with $\theta$ real, conjugates one phase factor and leaves the other, so

$$M(b)\to e^{i(\theta(k+b)-\theta(k))}M(b).$$

```lean
/-- Under `u(k) → exp(i θ(k)) u(k)` the link is multiplied by `exp(i (θ(k+b) - θ(k)))`. -/
theorem link_gauge (θ : ℝ → ℝ) (b : ℝ) :
    link Q β (fun κ => Complex.exp (I * (θ κ : ℂ)) • u κ) k b =
      Complex.exp (I * ((θ (k + b) : ℂ) - (θ k : ℂ))) * link Q β u k b := by
  have hc : conj (Complex.exp (I * (θ k : ℂ))) = Complex.exp (-(I * (θ k : ℂ))) := by
    rw [← Complex.exp_conj, map_mul, Complex.conj_I, Complex.conj_ofReal, neg_mul]
  have he : Complex.exp (I * ((θ (k + b) : ℂ) - (θ k : ℂ))) =
      Complex.exp (-(I * (θ k : ℂ))) * Complex.exp (I * (θ (k + b) : ℂ)) := by
    rw [← Complex.exp_add]
    congr 1
    ring
  simp only [link, inner_smul_left, inner_smul_right, hc, he, mul_add, Finset.mul_sum]
  congr 1
  · ring
  · exact Finset.sum_congr rfl fun i _ => Finset.sum_congr rfl fun j _ => by ring
```

Differentiating this product at $b=0$ and using $M(0)=1$ shifts $M'(0)$ by $i\theta'(k)$. The local phase rate therefore depends on the gauge.

```lean
/-- Under `u(k) → exp(i θ(k)) u(k)` the derivative of the link at `b = 0` shifts by
`i θ'(k)`. -/
theorem hasDerivAt_link_gauge {θ : ℝ → ℝ} {θ' : ℝ} (hθ : HasDerivAt θ θ' k) (hQ0 : Q 0 = q)
    (hQ : ∀ i j, HasDerivAt (fun b => Q b i j) (-I * d i j) 0)
    (hu : HasDerivAt u u' k) (hβ : ∀ i, HasDerivAt (β i) (β' i) k)
    (hn : inner ℂ (u k) (overlapOp q (fun i => β i k) (u k)) = 1) :
    HasDerivAt (link Q β (fun κ => Complex.exp (I * (θ κ : ℂ)) • u κ) k)
      (linkDeriv q d (fun i => β i k) β' (u k) u' + I * (θ' : ℂ)) 0 := by
  have hθ0 : HasDerivAt (fun b => θ (k + b)) θ' 0 :=
    HasDerivAt.comp_const_add k 0 (by simpa using hθ)
  have h := (((hθ0.ofReal_comp.sub_const (θ k : ℂ)).const_mul I).cexp).fun_mul
    (hasDerivAt_link hQ0 hQ hu hβ)
  rw [funext (link_gauge (Q := Q) (β := β) (u := u) (k := k) θ)]
  refine h.congr_deriv ?_
  simp only [add_zero, sub_self, mul_zero, Complex.exp_zero, one_mul, link_zero hQ0 hn, mul_one]
  ring
```

## A band with one moving projector

The example used above to expose the wrong formula satisfies the assumptions with $q=d=3$. Its normalization is $\tfrac14+3\cdot\tfrac14=1$. In the statement, `q` also plays the part of $d$, so one Hermiticity claim serves for both. The proof differentiates the exponentials through `he` and reduces the normalization to $e^{ik}\,\overline{e^{ik}}=1$.

```lean
/-- The one-projector band `u = exp(ik)/2`, `β = exp(ik)`, `Q(b) = 3 exp(-ib)`, `q = d = 3`
meets the hypotheses on the band and the augmentation. -/
theorem berry_connection_witness :
    let u : ℝ → ℂ := fun κ => Complex.exp (I * (κ : ℂ)) / 2
    let β : Unit → ℝ → ℂ := fun _ κ => Complex.exp (I * (κ : ℂ))
    let Q : ℝ → Matrix Unit Unit ℂ := fun b _ _ => 3 * Complex.exp (-I * (b : ℂ))
    let q : Matrix Unit Unit ℂ := fun _ _ => 3
    q.IsHermitian ∧ Q 0 = q ∧ (∀ i j, HasDerivAt (fun b => Q b i j) (-I * q i j) 0) ∧
    Differentiable ℝ u ∧ (∀ i, Differentiable ℝ (β i)) ∧
    ∀ κ, inner ℂ (u κ) (overlapOp q (fun i => β i κ) (u κ)) = 1 := by
  intro u β Q q
  have he : ∀ (a : ℂ) (κ : ℝ), HasDerivAt (fun x : ℝ => Complex.exp (a * (x : ℂ)))
      (Complex.exp (a * (κ : ℂ)) * a) κ := fun a κ => by
    simpa using ((hasDerivAt_id κ).ofReal_comp.const_mul a).cexp
  refine ⟨Matrix.IsHermitian.ext fun i j => ?_, ?_, fun i j => ?_,
    fun κ => ((he I κ).div_const 2).differentiableAt,
    fun _ κ => (he I κ).differentiableAt, fun κ => ?_⟩
  · show star (3 : ℂ) = 3
    simp
  · ext i j
    simp [Q, q]
  · refine ((he (-I) 0).const_mul 3).congr_deriv ?_
    show (3 : ℂ) * (Complex.exp (-I * ((0 : ℝ) : ℂ)) * (-I)) = -I * 3
    rw [Complex.ofReal_zero, mul_zero, Complex.exp_zero]
    ring
  · have h : Complex.exp (I * (κ : ℂ)) * conj (Complex.exp (I * (κ : ℂ))) = 1 := by
      rw [← Complex.exp_conj, ← Complex.exp_add]
      simp
    rw [inner_overlapOp]
    simp only [u, β, q, Finset.univ_unique, Finset.sum_singleton, RCLike.inner_apply,
      map_div₀, map_ofNat]
    linear_combination (1 / 4 + 3 / 4 *
      (Complex.exp (I * (κ : ℂ)) * conj (Complex.exp (I * (κ : ℂ))) + 1)) * h

end

end UltrasoftBerryLink
```

```lean
#print axioms UltrasoftBerryLink.inner_overlapOp
#print axioms UltrasoftBerryLink.berry_connection_of_link
#print axioms UltrasoftBerryLink.hasDerivAt_link_gauge
```

```
'UltrasoftBerryLink.inner_overlapOp' depends on axioms: [propext, Classical.choice, Quot.sound]
'UltrasoftBerryLink.berry_connection_of_link' depends on axioms: [propext, Classical.choice, Quot.sound]
'UltrasoftBerryLink.hasDerivAt_link_gauge' depends on axioms: [propext, Classical.choice, Quot.sound]
```
